# Finite Hermitian matrices that obey the Lorentz commutation relations are zero

## Boosting a spinor

To carry a Dirac spinor ψ from the rest frame of an electron to the laboratory frame, one multiplies it by a 4 × 4 boost matrix, and to form a scalar afterwards one uses ψ̄ψ with ψ̄ = ψ†γ⁰, not ψ†ψ. The boost matrix is not unitary. For a plane-wave spinor that starts at rest, ψ†ψ grows by the factor E/(mc²), with E the energy in the laboratory frame and m the electron mass, while ψ̄ψ keeps its value.

A different choice of matrices would not restore the ordinary norm. A unitary representation has Hermitian generators, and finite Hermitian matrices that obey the commutation relations of rotations and boosts are all zero. The spinor components would then not transform at all.

In relativistic quantum mechanics and four-component electronic structure theory, this concerns the finite set of spinor components at a point. It does not concern the infinite-dimensional space of wavefunctions, on which Lorentz transformations can act unitarily.

## Rotation and boost generators

Let J₀, J₁, J₂ generate rotations about the three spatial axes and K₀, K₁, K₂ generate boosts along them. The axes are numbered from 0, as in Lean, where a textbook would count from 1. The imaginary unit is written I, after Lean's `Complex.I`, because i serves as an index. The comments in the Lean file use i for both and leave the sum over k implicit. The generators are dimensionless, with ħ = 1, a rotation about axis i is represented by exp(−IθJᵢ), and a boost along it by exp(−IηKᵢ), with θ an angle and η a rapidity. Such a matrix is unitary for all real θ or η exactly when its generator is Hermitian.

With [A, B] = AB − BA and εᵢⱼₖ the Levi-Civita symbol, the relations used are

[Jᵢ, Kⱼ] = I Σₖ εᵢⱼₖ Kₖ

[Kᵢ, Kⱼ] = −I Σₖ εᵢⱼₖ Jₖ

The first says that the boost generators form a vector under rotations. The second says that boosts along different axes fail to commute by a rotation, the effect behind Thomas precession. Replacing every Kᵢ by −Kᵢ leaves both relations unchanged, so the sign convention for boosts does not matter.

The Lorentz algebra has a third relation, [Jᵢ, Jⱼ] = I Σₖ εᵢⱼₖ Jₖ. The argument does not use it, so it is not assumed.

## What is stated in Lean

The two families of generators are functions `J K : Fin 3 → Matrix n n ℂ`. The type `Fin 3` supplies the axis labels 0, 1, 2, with addition modulo 3, and `n` is any finite index type for the components. The function `eps` is the Levi-Civita symbol with integer values: it is 1 when the indices are i, i+1, i+2 and −1 when they are i, i+2, i+1.

The structure `LorentzRelations J K` contains the two commutation relations and nothing else. Hermiticity enters separately, through `IsHermitian`, which says that a matrix equals its conjugate transpose.

The main theorem, `hermitian_generators_eq_zero`, reads: if J and K obey the Lorentz relations and all six matrices are Hermitian, then Jᵢ = 0 and Kᵢ = 0 for every i.

The theorem `generators_eq_zero_of_equivalent_hermitian` weakens the Hermiticity assumption. It takes matrices S and T with TS = 1 and asks only that all SJᵢT and SKᵢT be Hermitian. The conclusion is again that the original six matrices vanish. Since S need not be unitary, this amounts to allowing any positive definite inner product on the finite-dimensional space in place of the standard one. The form ψ̄ψ escapes because it is indefinite.

The theorems speak about generators. To reach the group, one starts from a continuous finite-dimensional unitary representation and differentiates it along rotations and boosts to obtain Hermitian generators with these relations. That step belongs to Lie theory and is not part of the Lean statements. Once the generators vanish, every rotation and boost is represented by the identity matrix, and so is every product of them.

## The trace argument

Fix an axis i and take the cyclic triple i, i+1, i+2, with indices modulo 3. Only one term survives in each sum over k:

[Jᵢ, Kᵢ₊₁] = I Kᵢ₊₂

[Kᵢ₊₁, Kᵢ₊₂] = −I Jᵢ

Multiply the first commutator by Kᵢ₊₂ from the right and take the trace:

tr([Jᵢ, Kᵢ₊₁] Kᵢ₊₂) = tr(Jᵢ Kᵢ₊₁ Kᵢ₊₂) − tr(Kᵢ₊₁ Jᵢ Kᵢ₊₂)

A trace is unchanged when its factors are permuted cyclically, so the last term equals tr(Jᵢ Kᵢ₊₂ Kᵢ₊₁). Therefore

tr([Jᵢ, Kᵢ₊₁] Kᵢ₊₂) = tr(Jᵢ [Kᵢ₊₁, Kᵢ₊₂])

Inserting the two commutators gives

I tr(Kᵢ₊₂²) = −I tr(Jᵢ²)

and, after division by I,

tr(Kᵢ₊₂²) + tr(Jᵢ²) = 0

So far Hermiticity has not been used. Now let A be a Hermitian matrix with entries A_ab, so that A_ba is the complex conjugate of A_ab. Then

tr(A²) = Σ_a Σ_b A_ab A_ba = Σ_a Σ_b |A_ab|²

This is a nonnegative real number, and it is zero only if every entry is zero. Both traces in the previous identity are of this kind when the generators are Hermitian. Two nonnegative numbers with sum zero are both zero, hence Jᵢ = 0 and Kᵢ₊₂ = 0. Letting i run over the three axes covers all six matrices.

## Changing the basis

Suppose that the generators become Hermitian only after the transformation X ↦ SXT, where TS = 1. For any two matrices X and Y,

(SXT)(SYT) = SX(TS)YT = S(XY)T

and subtracting the same equation with X and Y exchanged gives

[SXT, SYT] = S[X, Y]T

The right-hand sides of the Lorentz relations are linear in the generators, so they transform in the same way. The new matrices thus obey the same relations, and being Hermitian they vanish. The old ones follow from

X = (TS)X(TS) = T(SXT)S = 0

## Spin 1/2 as a nonzero solution

Let sᵢ be half the i-th Pauli matrix, and set Jᵢ = sᵢ and Kᵢ = I sᵢ. From [sᵢ, sⱼ] = I Σₖ εᵢⱼₖ sₖ one finds

[Jᵢ, Kⱼ] = I [sᵢ, sⱼ] = I Σₖ εᵢⱼₖ (I sₖ) = I Σₖ εᵢⱼₖ Kₖ

[Kᵢ, Kⱼ] = I² [sᵢ, sⱼ] = −I Σₖ εᵢⱼₖ Jₖ

These matrices describe a two-component Weyl spinor. The rotation generators are Hermitian and the boost generators are anti-Hermitian, Kᵢ† = −Kᵢ. The trace identity is satisfied with tr(Jᵢ²) = 1/2 and tr(Kᵢ²) = −1/2. Hermitian rotation generators alone are therefore not enough to force the six matrices to vanish. Hermitian boost generators alone are enough, because the second relation gives Jᵢ = I [Kᵢ₊₁, Kᵢ₊₂], which is Hermitian when the boost generators are. The main theorem assumes both for simplicity.

## The Lean file

```lean
import Mathlib

open Matrix

namespace LorentzNoUnitaryRep

/-- The Levi-Civita symbol on three spatial indices, which are counted modulo 3. -/
def eps (i j k : Fin 3) : ℤ :=
  if j = i + 1 ∧ k = i + 2 then 1 else if j = i + 2 ∧ k = i + 1 then -1 else 0

/-- The commutation relations `[Jᵢ, Kⱼ] = i εᵢⱼₖ Kₖ` and `[Kᵢ, Kⱼ] = -i εᵢⱼₖ Jₖ` between
rotation generators `J` and boost generators `K`, given as complex matrices. -/
structure LorentzRelations {n : Type*} [Fintype n] (J K : Fin 3 → Matrix n n ℂ) : Prop where
  rot_boost : ∀ i j, J i * K j - K j * J i = Complex.I • ∑ k, eps i j k • K k
  boost_boost : ∀ i j, K i * K j - K j * K i = (-Complex.I) • ∑ k, eps i j k • J k

variable {n : Type*} [Fintype n]

/-- In every finite-dimensional matrix solution of the Lorentz relations, Hermitian or not,
`tr Kₖ² + tr Jᵢ² = 0` when `k` follows `i` by two cyclic steps. -/
theorem trace_boost_sq_add_trace_rot_sq {J K : Fin 3 → Matrix n n ℂ}
    (h : LorentzRelations J K) (i : Fin 3) :
    trace (K (i + 2) * K (i + 2)) + trace (J i * J i) = 0 := by
  have e1 : ∀ i k : Fin 3, eps i (i + 1) k = if k = i + 2 then 1 else 0 := by decide
  have e2 : ∀ i k : Fin 3, eps (i + 1) (i + 2) k = if k = i then 1 else 0 := by decide
  -- the two commutators for a cyclic triple of indices
  have hJK : J i * K (i + 1) - K (i + 1) * J i = Complex.I • K (i + 2) := by
    rw [h.rot_boost]
    simp [e1, ite_smul]
  have hKK : K (i + 1) * K (i + 2) - K (i + 2) * K (i + 1) = (-Complex.I) • J i := by
    rw [h.boost_boost]
    simp [e2, ite_smul]
  -- cyclicity of the trace moves the commutator from one pair to the other
  have h1 : trace ((J i * K (i + 1) - K (i + 1) * J i) * K (i + 2))
      = trace (J i * (K (i + 1) * K (i + 2) - K (i + 2) * K (i + 1))) := by
    rw [sub_mul, mul_sub, trace_sub, trace_sub, mul_assoc (J i), mul_assoc (K (i + 1)),
      trace_mul_comm (K (i + 1)) (J i * K (i + 2)), mul_assoc (J i)]
  rw [hJK, hKK] at h1
  simp only [smul_mul_assoc, mul_smul_comm, trace_smul, smul_eq_mul] at h1
  exact mul_left_cancel₀ Complex.I_ne_zero (by linear_combination h1)

/-- For a Hermitian matrix, `tr A²` is the sum of the squared moduli of all entries. -/
theorem trace_sq_of_isHermitian {A : Matrix n n ℂ} (hA : A.IsHermitian) :
    trace (A * A) = ((∑ i, ∑ j, ‖A i j‖ ^ 2 : ℝ) : ℂ) := by
  simp only [trace, diag_apply, mul_apply, Complex.ofReal_sum]
  refine Finset.sum_congr rfl fun i _ => Finset.sum_congr rfl fun j _ => ?_
  have hij : A j i = star (A i j) := (hA.apply j i).symm
  rw [hij, Complex.star_def, Complex.mul_conj, Complex.normSq_eq_norm_sq]

/-- A complex matrix whose entries have squared moduli summing to zero is the zero matrix. -/
theorem eq_zero_of_sum_norm_sq {A : Matrix n n ℂ} (h : ∑ i, ∑ j, ‖A i j‖ ^ 2 = 0) :
    A = 0 := by
  ext i j
  have h1 : ∑ j, ‖A i j‖ ^ 2 = 0 :=
    (Finset.sum_eq_zero_iff_of_nonneg
      (fun i _ => Finset.sum_nonneg fun j _ => sq_nonneg ‖A i j‖)).1 h i (Finset.mem_univ i)
  have h2 : ‖A i j‖ ^ 2 = 0 :=
    (Finset.sum_eq_zero_iff_of_nonneg
      (fun j _ => sq_nonneg ‖A i j‖)).1 h1 j (Finset.mem_univ j)
  simpa using h2

/-- If the rotation and boost generators are Hermitian matrices of finite size obeying the
Lorentz relations, then all six of them are zero. -/
theorem hermitian_generators_eq_zero {J K : Fin 3 → Matrix n n ℂ}
    (h : LorentzRelations J K) (hJ : ∀ i, (J i).IsHermitian) (hK : ∀ i, (K i).IsHermitian) :
    ∀ i, J i = 0 ∧ K i = 0 := by
  have key : ∀ i, J i = 0 ∧ K (i + 2) = 0 := by
    intro i
    have ht := trace_boost_sq_add_trace_rot_sq h i
    rw [trace_sq_of_isHermitian (hK _), trace_sq_of_isHermitian (hJ _)] at ht
    have hr : (∑ a, ∑ b, ‖K (i + 2) a b‖ ^ 2) + ∑ a, ∑ b, ‖J i a b‖ ^ 2 = 0 := by
      exact_mod_cast ht
    -- two nonnegative numbers with sum zero
    have p1 : 0 ≤ ∑ a, ∑ b, ‖K (i + 2) a b‖ ^ 2 := by positivity
    have p2 : 0 ≤ ∑ a, ∑ b, ‖J i a b‖ ^ 2 := by positivity
    exact ⟨eq_zero_of_sum_norm_sq (by linarith), eq_zero_of_sum_norm_sq (by linarith)⟩
  have hc : ∀ i : Fin 3, i + 1 + 2 = i := by decide
  intro i
  have hi := (key (i + 1)).2
  rw [hc] at hi
  exact ⟨(key i).1, hi⟩

/-- A change of basis `X ↦ S X T`, with `T` the inverse of `S`, preserves the Lorentz
relations. -/
theorem LorentzRelations.changeBasis [DecidableEq n] {J K : Fin 3 → Matrix n n ℂ}
    (h : LorentzRelations J K) {S T : Matrix n n ℂ} (hTS : T * S = 1) :
    LorentzRelations (fun i => S * J i * T) (fun i => S * K i * T) := by
  have key : ∀ X Y : Matrix n n ℂ,
      S * X * T * (S * Y * T) - S * Y * T * (S * X * T) = S * (X * Y - Y * X) * T := by
    intro X Y
    calc _ = S * X * (T * S) * Y * T - S * Y * (T * S) * X * T := by noncomm_ring
      _ = _ := by rw [hTS]; noncomm_ring
  constructor
  · intro i j
    simp only [key, h.rot_boost, mul_smul_comm, smul_mul_assoc, Finset.mul_sum, Finset.sum_mul]
  · intro i j
    simp only [key, h.boost_boost, mul_smul_comm, smul_mul_assoc, Finset.mul_sum,
      Finset.sum_mul]

/-- If generators obeying the Lorentz relations all become Hermitian in some basis, reached by
an invertible `S` with inverse `T`, then all six of them are zero. -/
theorem generators_eq_zero_of_equivalent_hermitian [DecidableEq n]
    {J K : Fin 3 → Matrix n n ℂ} (h : LorentzRelations J K) {S T : Matrix n n ℂ}
    (hTS : T * S = 1) (hJ : ∀ i, (S * J i * T).IsHermitian)
    (hK : ∀ i, (S * K i * T).IsHermitian) :
    ∀ i, J i = 0 ∧ K i = 0 := by
  have back : ∀ X : Matrix n n ℂ, S * X * T = 0 → X = 0 := by
    intro X hX
    calc X = (T * S) * X * (T * S) := by rw [hTS, one_mul, mul_one]
      _ = T * (S * X * T) * S := by noncomm_ring
      _ = 0 := by rw [hX, mul_zero, zero_mul]
  intro i
  have hi := hermitian_generators_eq_zero (h.changeBasis hTS) hJ hK i
  exact ⟨back _ hi.1, back _ hi.2⟩

/-- The spin-1/2 matrices, that is, half the Pauli matrices. -/
noncomputable def spin : Fin 3 → Matrix (Fin 2) (Fin 2) ℂ :=
  ![!![0, 1 / 2; 1 / 2, 0], !![0, -Complex.I / 2; Complex.I / 2, 0], !![1 / 2, 0; 0, -1 / 2]]

/-- The spin-1/2 matrices obey the angular momentum relations `[sᵢ, sⱼ] = i εᵢⱼₖ sₖ`. -/
theorem spin_comm (i j : Fin 3) :
    spin i * spin j - spin j * spin i = Complex.I • ∑ k, eps i j k • spin k := by
  fin_cases i <;> fin_cases j <;> ext a b <;> fin_cases a <;> fin_cases b <;>
    simp [spin, eps, Complex.ext_iff] <;> norm_num

/-- The matrices `J = σ/2` and `K = iσ/2` obey the Lorentz relations, with `J` Hermitian and
`K` anti-Hermitian. -/
theorem lorentzRelations_witness :
    LorentzRelations spin (fun i => Complex.I • spin i) ∧ (∀ i, (spin i).IsHermitian) ∧
      ∀ i, (Complex.I • spin i)ᴴ = -(Complex.I • spin i) := by
  have hH : ∀ i, (spin i).IsHermitian := by
    intro i
    refine Matrix.IsHermitian.ext fun a b => ?_
    fin_cases i <;> fin_cases a <;> fin_cases b <;> simp [spin]
  refine ⟨⟨fun i j => ?_, fun i j => ?_⟩, hH, fun i => ?_⟩
  · have hs : ∑ k, eps i j k • (Complex.I • spin k)
        = Complex.I • ∑ k, eps i j k • spin k := by
      rw [Finset.smul_sum]
      exact Finset.sum_congr rfl fun k _ => smul_comm _ _ _
    rw [hs, ← spin_comm, mul_smul_comm, smul_mul_assoc, ← smul_sub]
  · -- the factor i² turns the rotation algebra into the boost relation
    simp only [smul_mul_assoc, mul_smul_comm, ← smul_sub]
    rw [spin_comm, smul_smul, smul_smul]
    congr 1
    simp [Complex.I_mul_I]
  · rw [conjTranspose_smul, (hH i).eq, Complex.star_def, Complex.conj_I, neg_smul]

end LorentzNoUnitaryRep
```

```lean
#print axioms LorentzNoUnitaryRep.hermitian_generators_eq_zero
-- 'LorentzNoUnitaryRep.hermitian_generators_eq_zero' depends on axioms: [propext, Classical.choice, Quot.sound]
#print axioms LorentzNoUnitaryRep.generators_eq_zero_of_equivalent_hermitian
-- 'LorentzNoUnitaryRep.generators_eq_zero_of_equivalent_hermitian' depends on axioms: [propext, Classical.choice, Quot.sound]
```

## From the commutators to the trace identity

The theorem `trace_boost_sq_add_trace_rot_sq` carries out the first half of the trace argument. The facts `e1` and `e2` give the values of `eps` for a cyclic triple, and `decide` establishes them by going through the finitely many indices. With them, `simp` reduces each sum over k to its single nonzero term, which yields the two commutators `hJK` and `hKK`.

The equation `h1` is the transfer of the commutator from one pair of factors to the other. Its proof expands both sides, and `trace_mul_comm` performs the cyclic permutation in the one term that needs it. After the commutators have been substituted, the scalars are moved out of the traces. The last line cancels the common factor I, which is allowed because `Complex.I_ne_zero` says that it is nonzero.

## From zero traces to zero matrices

The lemma `trace_sq_of_isHermitian` writes the trace of A² as a double sum and compares it term by term with the sum of squared moduli. The relation `hij` expresses Hermiticity for a single pair of entries, and `Complex.mul_conj` turns a number times its conjugate into a squared modulus. The result is a real number regarded as a complex one.

The lemma `eq_zero_of_sum_norm_sq` uses twice that a sum of nonnegative terms vanishes only if each term does. The first use shows that every row sum is zero, the second that every entry is.

In `hermitian_generators_eq_zero`, these parts are combined. The tactic `exact_mod_cast` converts the complex trace identity into the real equation `hr`, so that inequalities become available. The bounds `p1` and `p2` say that both double sums are nonnegative, and `linarith` concludes that each is zero. This gives Jᵢ = 0 together with Kᵢ₊₂ = 0. To obtain Kᵢ itself, the proof applies the same statement to i+1 and uses `hc`, which says that i+1+2 = i modulo 3.

## The other basis and the example

In `LorentzRelations.changeBasis`, the local statement `key` is the formula [SXT, SYT] = S[X, Y]T. The `calc` block regroups the products so that TS appears, replaces it by the identity matrix, and leaves the rest to `noncomm_ring`, which rearranges products without assuming that they commute. The two relations then follow by linearity. The final theorem about Hermitian generators applies the main result in the new basis and returns through `back`, which is the last equation of the basis-change argument.

For the example, `spin_comm` checks the angular momentum relations for all nine pairs of axes, entry by entry. The theorem `lorentzRelations_witness` deduces both Lorentz relations from it by pulling out the factors of I, as in the calculation above. It also records that the spin matrices are Hermitian and that their multiples by I are anti-Hermitian.
